# Matching value and slope at both edges fixes the tunnelling probability of a rectangular barrier

Should the matching conditions at a rectangular barrier be stated for the waves and their derivatives, or directly as four linear equations for the amplitudes? I would like a machine-checked proof of the tunnelling formula, and I am unsure where it should start.

A particle comes from the left with wave number \(k>0\) and meets a barrier between \(0\) and \(a>0\) that is higher than its energy. Inside, the wave decays or grows at rate \(q>0\). With complex amplitudes \(r, A, B, t\), the three regions carry

\[
e^{ikx}+r\,e^{-ikx},\qquad A\,e^{qx}+B\,e^{-qx},\qquad t\,e^{ikx}.
\]

If value and slope agree at \(0\) and at \(a\), I expect

\[
\frac{1}{|t|^2}=1+\frac{(k^2+q^2)^2\sinh^2(qa)}{4k^2q^2}.
\]

Can this be proved rigorously in Lean, starting from the matching itself?

## Start from the waves and derive the linear equations

Yes. Stating the conditions for the functions and their derivatives keeps the hypothesis close to the physics, and the four linear equations then become a theorem:

\[
1+r=A+B,\qquad ik(1-r)=q(A-B),
\]
\[
Ae^{qa}+Be^{-qa}=T,\qquad q(Ae^{qa}-Be^{-qa})=ikT,
\]

where \(T=t\,e^{ika}\) is the transmitted wave at the far edge.

Multiply the third equation by \(q\), then add and subtract the fourth:

\[
2qA=(q+ik)\,T e^{-qa},\qquad 2qB=(q-ik)\,T e^{qa}.
\]

At the near edge, \(ik\) times the first equation plus the second eliminates \(r\):

\[
2ik=(q+ik)A-(q-ik)B.
\]

Multiply by \(2q\), insert \(A\) and \(B\), and use \((q\pm ik)^2=q^2-k^2\pm 2ikq\):

\[
4ikq=T\left[4ikq\cosh(qa)-2(q^2-k^2)\sinh(qa)\right].
\]

Division by \(2i\) gives

\[
T\left[2kq\cosh(qa)+i(q^2-k^2)\sinh(qa)\right]=2kq.
\]

Now take squared moduli. Since \(|T|=|t|\), \(\cosh^2=1+\sinh^2\) and \(4k^2q^2+(q^2-k^2)^2=(k^2+q^2)^2\),

\[
|t|^2\left[4k^2q^2+(k^2+q^2)^2\sinh^2(qa)\right]=4k^2q^2.
\]

The right side is nonzero, so \(t\neq0\), and division gives the formula.

**Energies.** Let \(m\) be the mass, \(E\) the energy and \(V\) the barrier height, with \(\hbar^2k^2=2mE\) and \(\hbar^2q^2=2m(V-E)\). Then \(k^2+q^2=2mV/\hbar^2\), the common factors cancel, and the coefficient of \(\sinh^2(qa)\) becomes \(V^2/(4E(V-E))\).

**Thick barriers.** Writing \(\sinh^2(qa)=e^{2qa}\left((1-e^{-2qa})/2\right)^2\) gives

\[
|t|^2e^{2qa}=\frac{4k^2q^2}{4k^2q^2e^{-2qa}+(k^2+q^2)^2\left((1-e^{-2qa})/2\right)^2}
\;\longrightarrow\;\frac{16k^2q^2}{(k^2+q^2)^2}\qquad(a\to\infty).
\]

For one non-interacting particle in one dimension, this gives a scattering code both a closed formula and a large-width limit to reproduce.

## What the Lean statements say

`wave c u v` is the function \(u e^{cx}+v e^{-cx}\) of real \(x\), with complex \(c,u,v\). It covers all three regions: `I * k` is the exponent outside and `q` the exponent inside. `Matched k q a r A B t` says that neighbouring waves have equal values and equal `deriv` at `0` and at `a`. It also fixes the conventions: unit incoming amplitude, nothing arriving from the right, and the phase of \(t\) measured from \(x=0\).

`tunnelling_formula` assumes `0 < k`, `0 < q` and `Matched`, and concludes the formula, with `‖t‖` for \(|t|\). It needs no sign condition on `a`; the barrier picture is the case \(a>0\). `exists_matched` supplies amplitudes for every real `a`. In `tunnelling_formula_energy`, the two energy relations are hypotheses that tie \(k\) and \(q\) to a particle of one mass everywhere. `thick_barrier_limit` takes amplitudes matched at every positive width.

The Schrödinger equation does not appear in the file. That these exponentials solve it in each region, and that \(|t|^2\) is a transmission probability because the wave number is the same on both sides, is the physical reading. The case \(E=V\), where \(q=0\), is excluded.

```lean
import Mathlib

open Filter Topology
open Complex (I)

namespace RectangularBarrier

noncomputable section

/-- The superposition `u exp(c x) + v exp(-c x)` on the real line, with complex `c`, `u`, `v`. -/
def wave (c u v : ℂ) (x : ℝ) : ℂ :=
  u * Complex.exp (c * x) + v * Complex.exp (-(c * x))

/-- Value and slope agree at `0` and at `a` between `exp(ikx) + r exp(-ikx)` on the left,
`A exp(qx) + B exp(-qx)` in the barrier, and `t exp(ikx)` on the right. -/
def Matched (k q a : ℝ) (r A B t : ℂ) : Prop :=
  wave (I * k) 1 r 0 = wave q A B 0 ∧
  deriv (wave (I * k) 1 r) 0 = deriv (wave q A B) 0 ∧
  wave q A B a = wave (I * k) t 0 a ∧
  deriv (wave q A B) a = deriv (wave (I * k) t 0) a

/-- The slope of `u exp(c x) + v exp(-c x)` is `c (u exp(c x) - v exp(-c x))`. -/
theorem deriv_wave (c u v : ℂ) (x : ℝ) :
    deriv (wave c u v) x =
      c * (u * Complex.exp (c * x) - v * Complex.exp (-(c * x))) := by
  have h : HasDerivAt (fun y : ℝ => c * (y : ℂ)) c x := by
    simpa using (hasDerivAt_id x).ofReal_comp.const_mul c
  have h2 : HasDerivAt (wave c u v)
      (c * (u * Complex.exp (c * x) - v * Complex.exp (-(c * x)))) x :=
    ((h.cexp.const_mul u).fun_add (h.fun_neg.cexp.const_mul v)).congr_deriv (by ring)
  exact h2.deriv

/-- Matching at the two edges is a system of four linear equations for the amplitudes. -/
theorem matched_iff (k q a : ℝ) (r A B t : ℂ) :
    Matched k q a r A B t ↔
      1 + r = A + B ∧ I * k * (1 - r) = q * (A - B) ∧
      A * Complex.exp (q * a) + B * Complex.exp (-(q * a)) = t * Complex.exp (I * k * a) ∧
      q * (A * Complex.exp (q * a) - B * Complex.exp (-(q * a))) =
        I * k * (t * Complex.exp (I * k * a)) := by
  simp only [Matched, deriv_wave]
  simp only [wave, Complex.ofReal_zero, mul_zero, neg_zero, Complex.exp_zero, mul_one,
    zero_mul, add_zero, sub_zero]

/-- Eliminating `r`, `A` and `B` leaves one equation for the amplitude `t`, phase included. -/
theorem transmitted_amplitude {k q a : ℝ} {r A B t : ℂ} (h : Matched k q a r A B t) :
    t * Complex.exp (I * k * a) *
      (2 * k * q * Complex.cosh (q * a) + I * (q ^ 2 - k ^ 2) * Complex.sinh (q * a)) =
      2 * k * q := by
  obtain ⟨h1, h2, h3, h4⟩ := (matched_iff k q a r A B t).1 h
  have hEF : Complex.exp (q * a) * Complex.exp (-(q * a)) = 1 := by
    rw [← Complex.exp_add, add_neg_cancel, Complex.exp_zero]
  rw [Complex.cosh, Complex.sinh]
  generalize Complex.exp (q * a) = E at h3 h4 hEF ⊢
  generalize Complex.exp (-(q * a)) = F at h3 h4 hEF ⊢
  generalize t * Complex.exp (I * k * a) = T at h3 h4 ⊢
  -- the far edge gives `2qA` and `2qB` in terms of `T`
  have hA : 2 * q * A = (q + I * k) * T * F := by
    linear_combination F * q * h3 + F * h4 - 2 * q * A * hEF
  have hB : 2 * q * B = (q - I * k) * T * E := by
    linear_combination E * q * h3 - E * h4 - 2 * q * B * hEF
  -- the near edge, with the reflected amplitude eliminated
  have hAB : 2 * I * k = (I * k + q) * A + (I * k - q) * B := by
    linear_combination I * k * h1 + h2
  linear_combination (I / 2) * (2 * q * hAB + (I * k + q) * hA + (I * k - q) * hB) +
    (-2 * k * q + T * F * (k * q + I * k ^ 2 / 2) + T * E * (k * q - I * k ^ 2 / 2)) *
      Complex.I_sq

/-- For all real `k`, `q`, `a`, matched waves satisfy `|t|² (4k²q² + (k² + q²)² sinh²(qa)) = 4k²q²`.
-/
theorem transmission_mul {k q a : ℝ} {r A B t : ℂ} (h : Matched k q a r A B t) :
    ‖t‖ ^ 2 * (4 * k ^ 2 * q ^ 2 + (k ^ 2 + q ^ 2) ^ 2 * Real.sinh (q * a) ^ 2) =
      4 * k ^ 2 * q ^ 2 := by
  have amp := transmitted_amplitude h
  have amp' : t * Complex.exp (I * k * a) *
      (((2 * k * q * Real.cosh (q * a) : ℝ) : ℂ) +
        (((q ^ 2 - k ^ 2) * Real.sinh (q * a) : ℝ) : ℂ) * I) = ((2 * k * q : ℝ) : ℂ) := by
    push_cast
    linear_combination amp
  have hphase : ‖Complex.exp (I * k * a)‖ = 1 := by
    have e : I * k * a = ((k * a : ℝ) : ℂ) * I := by
      push_cast
      ring
    rw [e, Complex.norm_exp_ofReal_mul_I]
  -- squared moduli of both sides
  have hn := congrArg Complex.normSq amp'
  rw [Complex.normSq_mul, Complex.normSq_mul, Complex.normSq_add_mul_I,
    Complex.normSq_ofReal, Complex.normSq_eq_norm_sq t,
    Complex.normSq_eq_norm_sq (Complex.exp _), hphase] at hn
  linear_combination hn - ‖t‖ ^ 2 * 4 * k ^ 2 * q ^ 2 * Real.cosh_sq (q * a)

/-- Tunnelling through a rectangular barrier: for `k, q, a > 0`, matched waves have
`1/|t|² = 1 + (k² + q²)² sinh²(qa) / (4k²q²)`. -/
theorem tunnelling_formula {k q a : ℝ} (hk : 0 < k) (hq : 0 < q) {r A B t : ℂ}
    (h : Matched k q a r A B t) :
    1 / ‖t‖ ^ 2 =
      1 + (k ^ 2 + q ^ 2) ^ 2 * Real.sinh (q * a) ^ 2 / (4 * k ^ 2 * q ^ 2) := by
  have hp := transmission_mul h
  have hD : 4 * k ^ 2 * q ^ 2 ≠ 0 := by positivity
  have ht : ‖t‖ ^ 2 ≠ 0 := by
    intro h0
    rw [h0, zero_mul] at hp
    exact hD hp.symm
  have e : 1 + (k ^ 2 + q ^ 2) ^ 2 * Real.sinh (q * a) ^ 2 / (4 * k ^ 2 * q ^ 2) =
      (4 * k ^ 2 * q ^ 2 + (k ^ 2 + q ^ 2) ^ 2 * Real.sinh (q * a) ^ 2) /
        (4 * k ^ 2 * q ^ 2) := by
    rw [add_div, div_self hD]
  rw [e, div_eq_div_iff ht hD]
  linear_combination -hp

/-- For `k, q > 0` and every real `a`, amplitudes that match at both edges exist. -/
theorem exists_matched {k q : ℝ} (hk : 0 < k) (hq : 0 < q) (a : ℝ) :
    ∃ r A B t : ℂ, Matched k q a r A B t := by
  have hD : 2 * k * q * Complex.cosh (q * a) +
      I * (q ^ 2 - k ^ 2) * Complex.sinh (q * a) ≠ 0 := by
    intro h
    have h2 : ((2 * k * q * Real.cosh (q * a) : ℝ) : ℂ) +
        (((q ^ 2 - k ^ 2) * Real.sinh (q * a) : ℝ) : ℂ) * I = 0 := by
      push_cast
      linear_combination h
    have h3 := congrArg Complex.normSq h2
    rw [Complex.normSq_add_mul_I, map_zero] at h3
    have hc : 0 < 2 * k * q * Real.cosh (q * a) :=
      mul_pos (by positivity) (Real.cosh_pos _)
    linarith [sq_nonneg ((q ^ 2 - k ^ 2) * Real.sinh (q * a)), pow_pos hc 2]
  obtain ⟨T, hT⟩ : ∃ T : ℂ, T * (2 * k * q * Complex.cosh (q * a) +
      I * (q ^ 2 - k ^ 2) * Complex.sinh (q * a)) = 2 * k * q :=
    ⟨_, div_mul_cancel₀ _ hD⟩
  have hEF : Complex.exp (q * a) * Complex.exp (-(q * a)) = 1 := by
    rw [← Complex.exp_add, add_neg_cancel, Complex.exp_zero]
  have hG : Complex.exp (-(I * k * a)) * Complex.exp (I * k * a) = 1 := by
    rw [← Complex.exp_add, neg_add_cancel, Complex.exp_zero]
  have h2q : (2 * q : ℂ) ≠ 0 :=
    mul_ne_zero two_ne_zero (Complex.ofReal_ne_zero.2 hq.ne')
  rw [Complex.cosh, Complex.sinh] at hT
  simp only [matched_iff]
  generalize Complex.exp (q * a) = E at hT hEF ⊢
  generalize Complex.exp (-(q * a)) = F at hT hEF ⊢
  -- barrier amplitudes read off from the far edge
  obtain ⟨A, hA⟩ : ∃ A : ℂ, 2 * q * A = (q + I * k) * T * F :=
    ⟨_, mul_div_cancel₀ _ h2q⟩
  obtain ⟨B, hB⟩ : ∃ B : ℂ, 2 * q * B = (q - I * k) * T * E :=
    ⟨_, mul_div_cancel₀ _ h2q⟩
  refine ⟨A + B - 1, A, B, T * Complex.exp (-(I * k * a)), by ring, ?_, ?_, ?_⟩ <;>
    apply mul_left_cancel₀ h2q
  · linear_combination -2 * I * hT + T * (E - F) * q ^ 2 * Complex.I_sq -
      (I * k + q) * hA - (I * k - q) * hB
  · linear_combination E * hA + F * hB + 2 * q * T * hEF - 2 * q * T * hG
  · linear_combination q * E * hA - q * F * hB + 2 * I * k * q * T * hEF -
      2 * I * k * q * T * hG

/-- The tunnelling formula in energies: for positive `ħ`, `m`, `k`, `q` with `ħ²k² = 2mE` and
`ħ²q² = 2m(V - E)`, matched waves have `1/|t|² = 1 + V² sinh²(qa) / (4E(V - E))`. -/
theorem tunnelling_formula_energy {hbar m E V k q a : ℝ} (hh : 0 < hbar) (hm : 0 < m)
    (hk : 0 < k) (hq : 0 < q) (hkE : hbar ^ 2 * k ^ 2 = 2 * m * E)
    (hqE : hbar ^ 2 * q ^ 2 = 2 * m * (V - E)) {r A B t : ℂ}
    (h : Matched k q a r A B t) :
    1 / ‖t‖ ^ 2 = 1 + V ^ 2 * Real.sinh (q * a) ^ 2 / (4 * E * (V - E)) := by
  -- both energies are the squared wave numbers times one common factor
  obtain ⟨c, hc, hE, hW⟩ : ∃ c : ℝ, 0 < c ∧ E = c * k ^ 2 ∧ V - E = c * q ^ 2 := by
    refine ⟨hbar ^ 2 / (2 * m), by positivity, ?_, ?_⟩
    · rw [div_mul_eq_mul_div, eq_div_iff (by positivity)]
      linarith
    · rw [div_mul_eq_mul_div, eq_div_iff (by positivity)]
      linarith
  have hV : V = c * (k ^ 2 + q ^ 2) := by linarith
  rw [tunnelling_formula hk hq h, hW, hE, hV]
  congr 1
  rw [div_eq_div_iff (by positivity) (by positivity)]
  ring

/-- Thick barriers: for `k, q > 0` and waves matched at every width `a > 0`, the product
`|t|² exp(2qa)` tends to `16k²q²/(k² + q²)²` as `a` grows. -/
theorem thick_barrier_limit {k q : ℝ} (hk : 0 < k) (hq : 0 < q) {r A B t : ℝ → ℂ}
    (h : ∀ a > 0, Matched k q a (r a) (A a) (B a) (t a)) :
    Tendsto (fun a => ‖t a‖ ^ 2 * Real.exp (2 * q * a)) atTop
      (𝓝 (16 * k ^ 2 * q ^ 2 / (k ^ 2 + q ^ 2) ^ 2)) := by
  have hu : Tendsto (fun a : ℝ => Real.exp (-(2 * q * a))) atTop (𝓝 0) :=
    Real.tendsto_exp_neg_atTop_nhds_zero.comp
      (tendsto_id.const_mul_atTop (by positivity : 0 < 2 * q))
  have h0 : 4 * k ^ 2 * q ^ 2 * 0 + (k ^ 2 + q ^ 2) ^ 2 * ((1 - 0) / 2) ^ 2 ≠ 0 := by
    simp only [mul_zero, zero_add, sub_zero]
    positivity
  have hlim := (tendsto_const_nhds (x := 4 * k ^ 2 * q ^ 2)).div
    ((hu.const_mul (4 * k ^ 2 * q ^ 2)).add
      ((((hu.const_sub 1).div_const 2).pow 2).const_mul ((k ^ 2 + q ^ 2) ^ 2))) h0
  have hval : 4 * k ^ 2 * q ^ 2 /
      (4 * k ^ 2 * q ^ 2 * 0 + (k ^ 2 + q ^ 2) ^ 2 * ((1 - 0) / 2) ^ 2) =
      16 * k ^ 2 * q ^ 2 / (k ^ 2 + q ^ 2) ^ 2 := by
    rw [div_eq_div_iff h0 (by positivity)]
    ring
  rw [hval] at hlim
  refine hlim.congr' ?_
  filter_upwards [eventually_gt_atTop 0] with a ha
  have hp := transmission_mul (h a ha)
  have hef : Real.exp (q * a) * Real.exp (-(q * a)) = 1 := by
    rw [← Real.exp_add, add_neg_cancel, Real.exp_zero]
  have hW : Real.exp (2 * q * a) = Real.exp (q * a) ^ 2 := by
    rw [sq, ← Real.exp_add]
    congr 1
    ring
  have hU : Real.exp (-(2 * q * a)) = Real.exp (-(q * a)) ^ 2 := by
    rw [sq, ← Real.exp_add]
    congr 1
    ring
  have hWU : Real.exp (2 * q * a) * Real.exp (-(2 * q * a)) = 1 := by
    rw [← Real.exp_add, add_neg_cancel, Real.exp_zero]
  -- the growing exponential is factored out of the hyperbolic sine
  have hs : Real.sinh (q * a) ^ 2 =
      Real.exp (2 * q * a) * ((1 - Real.exp (-(2 * q * a))) / 2) ^ 2 := by
    rw [Real.sinh_eq, hW, hU]
    linear_combination (Real.exp (-(q * a)) * (2 * Real.exp (q * a) - Real.exp (-(q * a)) -
      Real.exp (q * a) * Real.exp (-(q * a)) ^ 2) / 4) * hef
  change 4 * k ^ 2 * q ^ 2 / (4 * k ^ 2 * q ^ 2 * Real.exp (-(2 * q * a)) +
    (k ^ 2 + q ^ 2) ^ 2 * ((1 - Real.exp (-(2 * q * a))) / 2) ^ 2) = _
  rw [div_eq_iff (by positivity)]
  linear_combination -hp - ‖t a‖ ^ 2 * (4 * k ^ 2 * q ^ 2) * hWU +
    ‖t a‖ ^ 2 * (k ^ 2 + q ^ 2) ^ 2 * hs

end

end RectangularBarrier
```

```lean
#print axioms RectangularBarrier.tunnelling_formula
#print axioms RectangularBarrier.exists_matched
#print axioms RectangularBarrier.tunnelling_formula_energy
#print axioms RectangularBarrier.thick_barrier_limit
```

```
'RectangularBarrier.tunnelling_formula' depends on axioms: [propext, Classical.choice, Quot.sound]
'RectangularBarrier.exists_matched' depends on axioms: [propext, Classical.choice, Quot.sound]
'RectangularBarrier.tunnelling_formula_energy' depends on axioms: [propext, Classical.choice, Quot.sound]
'RectangularBarrier.thick_barrier_limit' depends on axioms: [propext, Classical.choice, Quot.sound]
```

## From the elimination to the limit

`deriv_wave` differentiates the wave by the chain rule, and `matched_iff` uses it to turn matching into the four linear equations.

In `transmitted_amplitude`, \(e^{qa}\) and \(e^{-qa}\) become plain letters `E` and `F` with product 1 (this `E` is not the energy), and the transmitted wave at the far edge becomes `T`. The steps `hA` and `hB` are the far-edge formulas for \(A\) and \(B\), and `hAB` is the near-edge equation without \(r\). Each `linear_combination` names the multiples of known equations that add up to the goal.

`transmission_mul` writes the bracket as a real part plus \(i\) times a real part, takes `Complex.normSq` of both sides and applies `Real.cosh_sq`. `tunnelling_formula` then rules out \(t=0\) and divides.

`exists_matched` runs the elimination backwards. The bracket has positive real part \(2kq\cosh(qa)\), so \(T\) can be solved for, and \(A\), \(B\), \(r\) and \(t\) follow. The energy version extracts the common factor \(\hbar^2/(2m)\). The limit proof computes the limit of the explicit quotient above, then shows that the quotient equals \(|t|^2e^{2qa}\) for all \(a>0\).

## Above the barrier, and a differential-equation version

The same elimination works for \(E>V\), with \(q=i\kappa\) and \(\kappa>0\). Taking moduli by hand then gives

\[
\frac1{|t|^2}=1+\frac{(k^2-\kappa^2)^2\sin^2(\kappa a)}{4k^2\kappa^2},
\]

so transmission is complete whenever \(\kappa a\) is a multiple of \(\pi\).

Another model would take a single continuously differentiable wavefunction that solves the Schrödinger equation away from the edges. The exponential forms would then have to be proved from the differential equation, while the unit incoming wave and the absence of a wave from the right would remain assumptions. The algebra after that would be unchanged.
